# Three or more azimuths equally spaced around the full circle average a π* dipole intensity to a value independent of azimuth

I represent the azimuthal disorder of a molecular film by $N$ equally weighted domains at azimuths spaced by $360^\circ/N$, instead of by an integral over a continuous angle. In each domain the π* orbital axis has the same polar angle $a$ from the surface normal, and the linear polarization has polar angle $t$. I take the absorption intensity to be the squared dot product of the two unit vectors. For $N\ge 3$ the mean should then be

$$\cos^2 a\,\cos^2 t+\tfrac12\sin^2 a\,\sin^2 t,$$

wherever the first domain points. I use this to get molecular tilts from polarization-dependent spectra. Can the claim be made rigorous and machine-checked, including the step from two measured intensities to the tilt?

## Two azimuthal harmonics, and the sums that remove them

Yes. Let the orbital axis have azimuth $\varphi$ and the polarization azimuth $\psi$, and write $\delta=\varphi-\psi$. The two unit vectors are

$$(\sin a\cos\varphi,\ \sin a\sin\varphi,\ \cos a),\qquad (\sin t\cos\psi,\ \sin t\sin\psi,\ \cos t).$$

Since $\cos\varphi\cos\psi+\sin\varphi\sin\psi=\cos\delta$, their dot product is $\cos a\cos t+\sin a\sin t\cos\delta$. Squaring it and using $\cos^2\delta=(1+\cos2\delta)/2$ gives the intensity

$$\begin{aligned}I={}&\cos^2a\cos^2t+\tfrac12\sin^2a\sin^2t\\&+2\cos a\cos t\sin a\sin t\,\cos\delta+\tfrac12\sin^2a\sin^2t\,\cos2\delta.\end{aligned}$$

The domain with index $k=0,\dots,N-1$ has $\delta+2\pi k/N$ in place of $\delta$. The $m$-th harmonic therefore contributes a sum of the following kind, with $x=m\delta$ and $\omega=e^{2\pi i/N}$:

$$\sum_{k=0}^{N-1}\cos\!\left(x+\frac{2\pi mk}{N}\right)=\operatorname{Re}\Big[e^{ix}\sum_{k=0}^{N-1}(\omega^m)^k\Big].$$

If $N$ does not divide $m$, then $\omega^m\ne1$, and the geometric sum is $(\omega^{mN}-1)/(\omega^m-1)=0$. An $N\ge3$ divides neither 1 nor 2, so both harmonics vanish and the constant remains.

## From the average to the magic angle and the tilt

With $\sin^2=1-\cos^2$, the average becomes

$$\tfrac12\left[\sin^2t+\cos^2a\,(3\cos^2t-1)\right].$$

It is independent of $a$ exactly when $3\cos^2t=1$, which puts the polarization about $54.7^\circ$ from the normal.

Now take two polarizations $t_1,t_2$ and a common scale $A$, so that

$$I_j=\tfrac{A}{2}\left[\sin^2t_j+\cos^2a\,(3\cos^2t_j-1)\right],\qquad j=1,2.$$

Multiply the equation for $I_1$ by the bracket of $I_2$, and the other way round. Equating the two products eliminates $A$:

$$I_1\left[\sin^2t_2+\cos^2a\,(3\cos^2t_2-1)\right]=I_2\left[\sin^2t_1+\cos^2a\,(3\cos^2t_1-1)\right].$$

Collecting the terms in $\cos^2a$ gives

$$\cos^2a=\frac{I_2\sin^2t_1-I_1\sin^2t_2}{I_1(3\cos^2t_2-1)-I_2(3\cos^2t_1-1)}.$$

When the $I_j$ are inserted in the denominator, the terms with $\cos^2a$ cancel and $A(\cos^2t_2-\cos^2t_1)$ is left. This is nonzero if $A\ne0$ and the two $\cos^2t_j$ differ.

## The Lean file

```lean
import Mathlib

open Real

namespace PiStarTilt

noncomputable section

/-- The unit vector with polar angle `θ` from the surface normal and azimuth `φ`. -/
def direction (θ φ : ℝ) : Fin 3 → ℝ :=
  ![sin θ * cos φ, sin θ * sin φ, cos θ]

/-- The absorption intensity of an orbital with axis `(a, φ)` for linear polarization `(t, ψ)`:
the squared dot product of the two unit vectors. -/
def intensity (a φ t ψ : ℝ) : ℝ :=
  (dotProduct (direction a φ) (direction t ψ)) ^ 2

/-- The mean intensity over `N` orbital orientations with equally spaced azimuths
`φ + 2πk/N`. -/
def azimuthalAverage (N : ℕ) (a φ t ψ : ℝ) : ℝ :=
  (∑ k ∈ Finset.range N, intensity a (φ + 2 * π * k / N) t ψ) / N

/-- The dot product of two directions in terms of their polar angles and the difference of
their azimuths. -/
theorem direction_dot (a φ t ψ : ℝ) :
    dotProduct (direction a φ) (direction t ψ)
      = cos a * cos t + sin a * sin t * cos (φ - ψ) := by
  rw [cos_sub]
  simp [direction, dotProduct, Fin.sum_univ_succ]
  ring

/-- The intensity is a constant plus a first and a second harmonic of the azimuth difference. -/
theorem intensity_harmonics (a φ t ψ : ℝ) :
    intensity a φ t ψ
      = (cos a ^ 2 * cos t ^ 2 + sin a ^ 2 * sin t ^ 2 / 2)
        + (2 * cos a * cos t * sin a * sin t) * cos (φ - ψ)
        + (sin a ^ 2 * sin t ^ 2 / 2) * cos (2 * (φ - ψ)) := by
  rw [intensity, direction_dot, cos_two_mul]
  ring

/-- The `m`-th azimuthal harmonic sums to zero over `N` equally spaced azimuths when `N` does
not divide `m`. -/
theorem sum_cos_harmonic {N m : ℕ} (hm : ¬ N ∣ m) (x : ℝ) :
    ∑ k ∈ Finset.range N, cos (x + m * (2 * π * k / N)) = 0 := by
  rcases eq_or_ne N 0 with h0 | hN
  · subst h0
    simp
  have hz := Complex.isPrimitiveRoot_exp N hN
  -- the geometric sum of a nontrivial N-th root of unity vanishes
  have h1 : Complex.exp (2 * π * Complex.I / N) ^ m ≠ 1 :=
    fun h => hm ((hz.pow_eq_one_iff_dvd m).1 h)
  have hs : ∑ k ∈ Finset.range N, (Complex.exp (2 * π * Complex.I / N) ^ m) ^ k = 0 := by
    rw [geom_sum_eq h1, ← pow_mul, mul_comm m N, pow_mul, hz.pow_eq_one, one_pow,
      sub_self, zero_div]
  -- each cosine is the real part of a phase times a power of that root
  have hterm : ∀ k : ℕ, cos (x + m * (2 * π * k / N))
      = (Complex.exp (x * Complex.I)
          * (Complex.exp (2 * π * Complex.I / N) ^ m) ^ k).re := by
    intro k
    rw [← Complex.exp_ofReal_mul_I_re, ← pow_mul, ← Complex.exp_nat_mul, ← Complex.exp_add]
    congr 2
    push_cast
    ring
  rw [Finset.sum_congr rfl (fun k _ => hterm k), ← Complex.re_sum, ← Finset.mul_sum, hs,
    mul_zero, Complex.zero_re]

/-- For at least three equally spaced azimuths the mean intensity is
`cos² a cos² t + sin² a sin² t / 2`, for every azimuth of orbital and polarization. -/
theorem azimuthalAverage_eq {N : ℕ} (hN : 3 ≤ N) (a φ t ψ : ℝ) :
    azimuthalAverage N a φ t ψ
      = cos a ^ 2 * cos t ^ 2 + sin a ^ 2 * sin t ^ 2 / 2 := by
  have hN0 : (N : ℝ) ≠ 0 := by
    have : N ≠ 0 := by omega
    exact_mod_cast this
  have d1 : ¬ N ∣ 1 := fun h => by
    have := Nat.le_of_dvd (by norm_num) h
    omega
  have d2 : ¬ N ∣ 2 := fun h => by
    have := Nat.le_of_dvd (by norm_num) h
    omega
  have ht : ∀ k : ℕ, intensity a (φ + 2 * π * k / N) t ψ
      = (cos a ^ 2 * cos t ^ 2 + sin a ^ 2 * sin t ^ 2 / 2)
        + (2 * cos a * cos t * sin a * sin t)
          * cos ((φ - ψ) + (1 : ℕ) * (2 * π * k / N))
        + (sin a ^ 2 * sin t ^ 2 / 2)
          * cos (2 * (φ - ψ) + (2 : ℕ) * (2 * π * k / N)) := by
    intro k
    have e1 : (φ - ψ) + ((1 : ℕ) : ℝ) * (2 * π * k / N) = φ + 2 * π * k / N - ψ := by
      push_cast
      ring
    have e2 : 2 * (φ - ψ) + ((2 : ℕ) : ℝ) * (2 * π * k / N)
        = 2 * (φ + 2 * π * k / N - ψ) := by
      push_cast
      ring
    rw [e1, e2, intensity_harmonics]
  -- both harmonics cancel in the sum, only the constant survives
  rw [azimuthalAverage, Finset.sum_congr rfl (fun k _ => ht k), Finset.sum_add_distrib,
    Finset.sum_add_distrib, ← Finset.mul_sum, ← Finset.mul_sum, sum_cos_harmonic d1,
    sum_cos_harmonic d2, Finset.sum_const, Finset.card_range, nsmul_eq_mul, mul_zero,
    mul_zero, add_zero, add_zero, mul_div_cancel_left₀ _ hN0]

/-- For two opposite azimuths the mean intensity keeps a term in the squared cosine of the
azimuth difference. -/
theorem azimuthalAverage_two (a φ t ψ : ℝ) :
    azimuthalAverage 2 a φ t ψ
      = cos a ^ 2 * cos t ^ 2 + sin a ^ 2 * sin t ^ 2 * cos (φ - ψ) ^ 2 := by
  have e0 : φ + 2 * π * ((0 : ℕ) : ℝ) / ((2 : ℕ) : ℝ) - ψ = φ - ψ := by
    push_cast
    ring
  have e1 : φ + 2 * π * ((1 : ℕ) : ℝ) / ((2 : ℕ) : ℝ) - ψ = (φ - ψ) + π := by
    push_cast
    ring
  rw [azimuthalAverage, Finset.sum_range_succ, Finset.sum_range_one, intensity, intensity,
    direction_dot, direction_dot, e0, e1, cos_add_pi]
  push_cast
  ring

/-- The averaged intensity is the same for all orbital tilts exactly when the polarization
is at the magic angle, `3 cos² t = 1`. -/
theorem tilt_independent_iff_magic {N : ℕ} (hN : 3 ≤ N) (φ t ψ : ℝ) :
    (∀ a b, azimuthalAverage N a φ t ψ = azimuthalAverage N b φ t ψ)
      ↔ 3 * cos t ^ 2 = 1 := by
  simp only [azimuthalAverage_eq hN]
  constructor
  · intro h
    -- compare an upright orbital with a flat one
    have h' := h 0 (π / 2)
    rw [cos_zero, sin_zero, cos_pi_div_two, sin_pi_div_two] at h'
    linarith [sin_sq_add_cos_sq t]
  · intro h a b
    rw [sin_sq a, sin_sq b, sin_sq t]
    linear_combination (cos a ^ 2 - cos b ^ 2) / 2 * h

/-- The tilt formula: two averaged intensities `I₁`, `I₂` with a common nonzero scale `A`,
taken at polarizations with different `cos² t`, give `cos² a` of the orbital axis. -/
theorem tilt_from_two_polarizations {N : ℕ} (hN : 3 ≤ N) {A a φ ψ t₁ t₂ I₁ I₂ : ℝ}
    (hA : A ≠ 0) (ht : cos t₁ ^ 2 ≠ cos t₂ ^ 2)
    (h₁ : I₁ = A * azimuthalAverage N a φ t₁ ψ)
    (h₂ : I₂ = A * azimuthalAverage N a φ t₂ ψ) :
    cos a ^ 2 = (I₂ * sin t₁ ^ 2 - I₁ * sin t₂ ^ 2)
      / (I₁ * (3 * cos t₂ ^ 2 - 1) - I₂ * (3 * cos t₁ ^ 2 - 1)) := by
  rw [azimuthalAverage_eq hN, sin_sq a, sin_sq t₁] at h₁
  rw [azimuthalAverage_eq hN, sin_sq a, sin_sq t₂] at h₂
  -- the denominator does not depend on the tilt
  have hden : I₁ * (3 * cos t₂ ^ 2 - 1) - I₂ * (3 * cos t₁ ^ 2 - 1)
      = A * (cos t₂ ^ 2 - cos t₁ ^ 2) := by
    rw [h₁, h₂]
    ring
  have hne : A * (cos t₂ ^ 2 - cos t₁ ^ 2) ≠ 0 :=
    mul_ne_zero hA (sub_ne_zero.2 (Ne.symm ht))
  rw [hden, eq_div_iff hne, h₁, h₂, sin_sq t₁, sin_sq t₂]
  ring

end

end PiStarTilt
```

```lean
#print axioms PiStarTilt.azimuthalAverage_eq
-- 'PiStarTilt.azimuthalAverage_eq' depends on axioms: [propext, Classical.choice, Quot.sound]
#print axioms PiStarTilt.azimuthalAverage_two
-- 'PiStarTilt.azimuthalAverage_two' depends on axioms: [propext, Classical.choice, Quot.sound]
#print axioms PiStarTilt.tilt_independent_iff_magic
-- 'PiStarTilt.tilt_independent_iff_magic' depends on axioms: [propext, Classical.choice, Quot.sound]
#print axioms PiStarTilt.tilt_from_two_polarizations
-- 'PiStarTilt.tilt_from_two_polarizations' depends on axioms: [propext, Classical.choice, Quot.sound]
```

## What the definitions and theorems say

`direction θ φ` is a vector in $\mathbb R^3$, stored as a function `Fin 3 → ℝ`, with the third component along the surface normal. Angles are arbitrary real numbers in radians. `intensity` is the squared dot product, and `azimuthalAverage` is the sum over $k=0,\dots,N-1$ divided by $N$.

The squared dot product is postulated. It stands for an electric-dipole transition from a spherical core level, such as 1s, into a π* orbital whose p component on the excited atom defines the axis. The transition dipole then lies along that axis.

`azimuthalAverage_eq` states the main result for every $N\ge3$ and all four angles. The magic-angle and tilt theorems also assume $N\ge3$. `tilt_independent_iff_magic` fixes $t$ and both azimuths, and says that all pairs of tilts give equal averages if and only if $3\cos^2t=1$.

In `tilt_from_two_polarizations`, the hypotheses `h₁` and `h₂` are the measurement model. The scale `A` stands for photon flux, number of molecules and radial matrix element, and is assumed to be the same in both measurements. The conclusion fixes $\cos^2a$, hence a unique tilt between $0$ and $90^\circ$.

The model has one sharp tilt, equal domain populations and fully linear polarization. Background subtraction and overlapping resonances don't enter.

## How the proof follows the derivation

`direction_dot` expands the three components and uses the cosine of a difference. `intensity_harmonics` squares the result and rewrites the second harmonic with the double-angle formula.

`sum_cos_harmonic` is the root-of-unity argument. Mathlib supplies the fact that $e^{2\pi i/N}$ is a primitive $N$-th root of unity, so its $m$-th power equals 1 only if $N$ divides $m$. This gives `h1`, and `geom_sum_eq` then gives the vanishing sum `hs`. The step `hterm` writes each cosine as the real part of a phase times a power of the root. The case $N=0$ is an empty sum and is treated separately.

In `azimuthalAverage_eq`, `d1` and `d2` show that $N$ divides neither 1 nor 2, and `ht` puts each domain's intensity into harmonic form. The last rewrite splits the sum, removes both harmonics and divides $N$ times the constant by $N$.

For the magic angle, the forward direction compares an upright axis, $a=0$, with a flat one, $a=\pi/2$. This gives $\cos^2t=\tfrac12\sin^2t$, which is the stated condition. In the other direction, the difference of the two averages is a multiple of $3\cos^2t-1$, and `linear_combination` is given the multiplier.

The tilt theorem first computes the denominator in `hden` and shows in `hne` that it is nonzero. It then clears the fraction and leaves a polynomial identity to `ring`.

## Two domains are too few

With $N=2$ the azimuth differences are $\delta$ and $\delta+\pi$. The first harmonic cancels, but the second takes the same value in both domains. `azimuthalAverage_two` gives the result:

$$\cos^2a\cos^2t+\sin^2a\sin^2t\cos^2\delta.$$

Take a flat orbital axis and an in-plane polarization, $a=t=\pi/2$. The two-domain average is 1 for $\delta=0$ and 0 for $\delta=\pi/2$, whereas the formula for $N\ge3$ gives $\tfrac12$ in both cases.

## The formula in a tilt analysis

In an analysis script, $I_1$ and $I_2$ are π* peak areas from two spectra normalised so that both have the same scale $A$. For light polarized in the plane of incidence, $t$ equals the angle between the beam and the surface. At normal incidence $t_1=90^\circ$, and with a second spectrum at $t_2=30^\circ$ the quotient reduces to

$$\cos^2a=\frac{4I_2-I_1}{5I_1+4I_2}.$$

An axis tilted by $60^\circ$ has $I_1=\tfrac38A$ and $I_2=\tfrac9{32}A$, and the quotient returns $\tfrac14=\cos^2 60^\circ$. The script then takes $a=\arccos\sqrt{\cos^2a}$. Noise can push the quotient outside the interval from 0 to 1, so this should be tested before the square root.

In simulation, the result lets three copies of a molecule, rotated by $120^\circ$ about the normal, represent a uniform azimuthal distribution, provided that each transition has a real dipole and its intensity is the squared projection on a linear polarization.
